# Derivatives of a finite-dimensional Green matrix with respect to the perturbation strength

Take one level of energy $h$, shift it by $sv$, and probe it at a complex energy $z$. The Green function is the number $g(s)=1/(z-h-sv)$. For two different couplings $s$ and $t$ at which the denominator is nonzero,

$$\frac{g(s)-g(t)}{s-t}=v\,g(s)\,g(t).$$

Letting $s\to t$ gives $g'(t)=v\,g(t)^2$. With several levels the numbers become matrices, and the order of the factors matters.

Let $H_0$ (the unperturbed Hamiltonian, `H0`) and $V$ (the perturbation) be complex square matrices whose rows and columns are labelled by a finite set `ι`. The energy $z$ and the couplings $s,t$ are complex numbers. Neither matrix has to be Hermitian.

```lean
import Mathlib

open Matrix Topology

namespace ResolventResponse

noncomputable section

variable {ι : Type*} [Fintype ι] [DecidableEq ι]
variable {H0 V : Matrix ι ι ℂ} {z s t : ℂ}
```

Write $M(s)=z-H_0-sV$, where $z$ stands for $z$ times the unit matrix. In Lean this is `shifted H0 V z s`.

```lean
/-- The matrix `z - H0 - s V` at complex energy `z` and coupling strength `s`. -/
def shifted (H0 V : Matrix ι ι ℂ) (z s : ℂ) : Matrix ι ι ℂ :=
  z • (1 : Matrix ι ι ℂ) - H0 - s • V
```

The Green matrix is $G(s)=M(s)^{-1}$. Lean's inverse returns the zero matrix when $M(s)$ is singular, so the theorems state invertibility separately, as `IsUnit`.

```lean
/-- The Green matrix `G(s) = (z - H0 - s V)⁻¹`, meaningful where `z - H0 - s V` is invertible. -/
def green (H0 V : Matrix ι ι ℂ) (z s : ℂ) : Matrix ι ι ℂ :=
  (shifted H0 V z s)⁻¹
```

Finally, let $R_k(s)=G(s)\,(VG(s))^k$, a product with $k$ factors of $V$. In particular $R_0=G$.

```lean
/-- The product `G V G V ... G` with `k` factors of the perturbation, at coupling `s`,
meaningful where `z - H0 - s V` is invertible. -/
def response (H0 V : Matrix ι ι ℂ) (z : ℂ) (k : ℕ) (s : ℂ) : Matrix ι ι ℂ :=
  green H0 V z s * (V * green H0 V z s) ^ k
```

## (a) Continuity in the coupling

Show that $M$ depends continuously on the coupling:

$$\lim_{s\to t}M(s)=M(t).$$

**Solution.** The difference is $M(s)-M(t)=-(s-t)V$, and each of its elements tends to zero. The Lean proof builds the same fact from a constant matrix minus $s$ times a constant matrix.

```lean
omit [Fintype ι] in
/-- The matrix `z - H0 - s V` depends continuously on the coupling strength. -/
theorem continuous_shifted (H0 V : Matrix ι ι ℂ) (z : ℂ) :
    Continuous (shifted H0 V z) :=
  continuous_const.sub (continuous_id.smul continuous_const)
```

## (b) Invertibility at nearby couplings

Suppose $M(t)$ is invertible. Show that some $\varepsilon>0$ exists with

$$\det M(s)\neq0\quad\text{whenever } |s-t|<\varepsilon.$$

**Solution.** The determinant is a polynomial in the matrix elements, so by (a) it is continuous in $s$. It is nonzero at $t$ and therefore stays nonzero nearby. In Lean, `∀ᶠ s in 𝓝 t` means "for all $s$ in some neighbourhood of $t$".

```lean
/-- If the Green matrix exists at one coupling strength, it exists at all nearby ones. -/
theorem invertible_nearby (h : IsUnit (shifted H0 V z t)) :
    ∀ᶠ s in 𝓝 t, IsUnit (shifted H0 V z s) := by
  have hd := isUnit_iff_ne_zero.1 ((Matrix.isUnit_iff_isUnit_det _).1 h)
  have hc := (continuous_shifted H0 V z).matrix_det
  filter_upwards [hc.continuousAt.eventually_ne hd] with s hs
  exact (Matrix.isUnit_iff_isUnit_det _).2 (isUnit_iff_ne_zero.2 hs)
```

## (c) Comparing two couplings

Let $M(s)$ and $M(t)$ both be invertible. Prove the resolvent identity

$$G(s)-G(t)=(s-t)\,G(s)\,V\,G(t).$$

**Solution.** Insert $M(t)G(t)=1$ to the right of $G(s)$, and $G(s)M(s)=1$ to the left of $G(t)$:

$$G(s)-G(t)=G(s)\,[M(t)-M(s)]\,G(t).$$

The bracket equals $(s-t)V$. The two insertions are `h2` and `h1`, and the bracket is `h3`.

```lean
/-- Resolvent identity: the Green matrices at two coupling strengths differ by
`(s - t) G(s) V G(t)`. -/
theorem resolvent_identity (hs : IsUnit (shifted H0 V z s)) (ht : IsUnit (shifted H0 V z t)) :
    green H0 V z s - green H0 V z t =
      (s - t) • (green H0 V z s * V * green H0 V z t) := by
  have h1 : green H0 V z s * shifted H0 V z s = 1 :=
    Matrix.nonsing_inv_mul _ ((Matrix.isUnit_iff_isUnit_det _).1 hs)
  have h2 : shifted H0 V z t * green H0 V z t = 1 :=
    Matrix.mul_nonsing_inv _ ((Matrix.isUnit_iff_isUnit_det _).1 ht)
  have h3 : shifted H0 V z t - shifted H0 V z s = (s - t) • V := by
    unfold shifted
    module
  calc green H0 V z s - green H0 V z t
      = green H0 V z s * (shifted H0 V z t * green H0 V z t)
        - (green H0 V z s * shifted H0 V z s) * green H0 V z t := by
        rw [h1, h2, mul_one, one_mul]
    _ = green H0 V z s * (shifted H0 V z t - shifted H0 V z s) * green H0 V z t := by
        noncomm_ring
    _ = _ := by rw [h3, Matrix.mul_smul, Matrix.smul_mul]
```

## (d) A finite expansion with exact remainder

Under the same assumptions, prove for every $N\ge0$ the finite Dyson expansion

$$G(s)=\sum_{k=0}^{N-1}(s-t)^kR_k(t)+(s-t)^N\,G(s)\,(VG(t))^N.$$

**Solution.** For $N=0$ the sum is empty and the equation reads $G(s)=G(s)$. For the step, multiply (c) from the right by $(VG(t))^N$:

$$G(s)(VG(t))^N=R_N(t)+(s-t)\,G(s)(VG(t))^{N+1}.$$

Substituting this into the remainder adds the term $k=N$ and leaves the next remainder. This equation is `key` in the proof. Since $N$ is finite, convergence plays no part.

```lean
/-- Finite Dyson expansion of `G(s)` about the coupling `t`, with its exact remainder
after `N` terms. -/
theorem dyson_expansion (hs : IsUnit (shifted H0 V z s)) (ht : IsUnit (shifted H0 V z t))
    (N : ℕ) :
    green H0 V z s = ∑ k ∈ Finset.range N, (s - t) ^ k • response H0 V z k t
      + (s - t) ^ N • (green H0 V z s * (V * green H0 V z t) ^ N) := by
  induction N with
  | zero => simp
  | succ N ih =>
    have h1 : green H0 V z s = green H0 V z t
        + (s - t) • (green H0 V z s * V * green H0 V z t) := by
      rw [← resolvent_identity hs ht]
      abel
    -- one more use of the resolvent identity splits the remainder
    have key : green H0 V z s * (V * green H0 V z t) ^ N = response H0 V z N t
        + (s - t) • (green H0 V z s * (V * green H0 V z t) ^ (N + 1)) := by
      calc green H0 V z s * (V * green H0 V z t) ^ N
          = (green H0 V z t + (s - t) • (green H0 V z s * V * green H0 V z t))
            * (V * green H0 V z t) ^ N := by rw [← h1]
        _ = _ := by
            rw [add_mul, Matrix.smul_mul, pow_succ']
            simp only [response, mul_assoc]
    rw [Finset.sum_range_succ]
    refine ih.trans ?_
    rw [key, smul_add, smul_smul, ← pow_succ, add_assoc]
```

## (e) The product rule, element by element

Let the elements of $A(s)$ and $B(s)$ be differentiable at $t$, with derivatives collected in the matrices $A'$ and $B'$. Show that

$$\frac{d}{ds}(A(s)B(s))_{ij}\Big|_{s=t}=(A'B(t)+A(t)B')_{ij}.$$

**Solution.** Write the element as $\sum_l A_{il}(s)B_{lj}(s)$ and apply the ordinary product rule to each term. The factors keep their order. Working with elements means that no matrix norm has to be chosen. In Lean, `HasDerivAt f f' t` says that `f` is differentiable at `t` with derivative `f'`.

```lean
omit [DecidableEq ι] in
/-- Product rule for the matrix elements of a product of two matrices that depend on
a parameter. -/
theorem hasDerivAt_mul_entry {A B : ℂ → Matrix ι ι ℂ} {A' B' : Matrix ι ι ℂ}
    (hA : ∀ i j, HasDerivAt (fun s => A s i j) (A' i j) t)
    (hB : ∀ i j, HasDerivAt (fun s => B s i j) (B' i j) t) (i j : ι) :
    HasDerivAt (fun s => (A s * B s) i j) ((A' * B t + A t * B') i j) t := by
  simp only [Matrix.add_apply, Matrix.mul_apply, ← Finset.sum_add_distrib]
  exact HasDerivAt.fun_sum fun l _ => (hA i l).fun_mul (hB l j)
```

## (f) The slope of each response product

Let $M(t)$ be invertible. Show for every $k\ge0$ that

$$\frac{d}{ds}R_k(s)_{ij}\Big|_{s=t}=(k+1)\,R_{k+1}(t)_{ij}.$$

**Solution.** Start with $k=0$. For $s\ne t$ close to $t$, (b) and (c) give

$$\frac{G(s)-G(t)}{s-t}=G(s)VG(t).$$

Cramer's rule, $G=\operatorname{adj}(M)/\det M$, shows that $G$ is continuous at $t$. The right side therefore tends to $G(t)VG(t)=R_1(t)$.

Now assume the formula for $k$. Since $R_{k+1}=R_kVG$, the product rule gives, at $t$,

$$R_{k+1}'=(k+1)R_{k+1}VG+R_kVGVG=(k+2)R_{k+2}.$$

In the Lean proof, `hG` is the continuity of $G$, `base` is the slope of $G$, `hsucc` is the factorisation of $R_{k+1}$, and `hval` adds the two terms.

```lean
/-- Differentiating `G (V G)^k` with respect to the coupling gives `(k + 1) G (V G)^(k+1)`,
element by element. -/
theorem response_hasDerivAt (h : IsUnit (shifted H0 V z t)) (k : ℕ) (i j : ι) :
    HasDerivAt (fun s => response H0 V z k s i j)
      (((k : ℂ) + 1) * response H0 V z (k + 1) t i j) t := by
  have hc := continuous_shifted H0 V z
  have hd := isUnit_iff_ne_zero.1 ((Matrix.isUnit_iff_isUnit_det _).1 h)
  -- the inverse is continuous, by Cramer's rule
  have hG : ContinuousAt (green H0 V z) t := by
    have e : green H0 V z =
        fun s => (shifted H0 V z s).det⁻¹ • (shifted H0 V z s).adjugate := by
      funext s
      simp [green, Matrix.inv_def]
    rw [e]
    exact (hc.matrix_det.continuousAt.inv₀ hd).smul hc.matrix_adjugate.continuousAt
  -- the slope of G is read off from the resolvent identity
  have base : ∀ i j, HasDerivAt (fun s => green H0 V z s i j)
      ((green H0 V z t * V * green H0 V z t) i j) t := by
    intro i j
    have he : Continuous (fun M : Matrix ι ι ℂ => M i j) := continuous_id.matrix_elem i j
    have hM : ContinuousAt (fun s => green H0 V z s * V * green H0 V z t) t :=
      (hG.mul continuousAt_const).mul continuousAt_const
    have hF : ContinuousAt (fun s => (green H0 V z s * V * green H0 V z t) i j) t :=
      he.continuousAt.comp hM
    refine hasDerivAt_iff_tendsto_slope.2
      ((hF.tendsto.mono_left nhdsWithin_le_nhds).congr' ?_)
    filter_upwards [self_mem_nhdsWithin,
      (invertible_nearby h).filter_mono nhdsWithin_le_nhds] with s hne hs
    have hne' : s - t ≠ 0 := sub_ne_zero.2 hne
    have e := congrArg (fun M : Matrix ι ι ℂ => M i j) (resolvent_identity hs h)
    simp only [Matrix.sub_apply, Matrix.smul_apply, smul_eq_mul] at e
    simp only [slope_def_field]
    rw [e, mul_div_cancel_left₀ _ hne']
  have hsucc : ∀ m s, response H0 V z (m + 1) s
      = response H0 V z m s * (V * green H0 V z s) := by
    intro m s
    simp only [response, pow_succ, mul_assoc]
  induction k generalizing i j with
  | zero => simpa [response, mul_assoc] using base i j
  | succ k ih =>
    have hVG : ∀ i j, HasDerivAt (fun s => (V * green H0 V z s) i j)
        ((V * (green H0 V z t * V * green H0 V z t)) i j) t := by
      intro i j
      have := hasDerivAt_mul_entry (A := fun _ => V) (A' := 0)
        (fun i j => hasDerivAt_const t (V i j)) base i j
      simpa only [zero_mul, zero_add] using this
    have hp := hasDerivAt_mul_entry (A := response H0 V z k)
      (B := fun s => V * green H0 V z s)
      (A' := ((k : ℂ) + 1) • response H0 V z (k + 1) t)
      (fun i j => by simpa only [Matrix.smul_apply, smul_eq_mul] using ih i j) hVG i j
    have e2 : response H0 V z k t * (V * (green H0 V z t * V * green H0 V z t))
        = response H0 V z (k + 1 + 1) t := by
      rw [hsucc (k + 1), hsucc k]
      simp only [mul_assoc]
    have hval : (((k : ℂ) + 1) • response H0 V z (k + 1) t) * (V * green H0 V z t)
        + response H0 V z k t * (V * (green H0 V z t * V * green H0 V z t))
        = (((k + 1 : ℕ) : ℂ) + 1) • response H0 V z (k + 1 + 1) t := by
      rw [e2, Matrix.smul_mul, ← hsucc (k + 1)]
      push_cast
      module
    have hfun : (fun s => response H0 V z (k + 1) s i j)
        = fun s => (response H0 V z k s * (V * green H0 V z s)) i j := by
      funext s
      rw [hsucc]
    rw [hfun]
    exact hp.congr_deriv (congrArg (fun M : Matrix ι ι ℂ => M i j) hval)
```

## (g) Derivatives of every order

Let $M(t)$ be invertible. Find the $k$-th derivative of the Green matrix by proving

$$\frac{d^k}{ds^k}G(s)_{ij}\Big|_{s=t}=k!\,R_k(t)_{ij}.$$

**Solution.** For $k=0$ this is $G=R_0$. Suppose the formula holds for $k$ at every coupling where $M$ is invertible. By (b) it then holds throughout a neighbourhood of $t$, so both sides may be differentiated there. Part (f) gives $k!\,(k+1)R_{k+1}(t)=(k+1)!\,R_{k+1}(t)$. The need for a whole neighbourhood is the reason for `generalizing t` in the induction.

```lean
/-- Response to every order: the `k`-th derivative of the Green matrix with respect to the
coupling is `k! G (V G)^k`, element by element. -/
theorem iteratedDeriv_green (h : IsUnit (shifted H0 V z t)) (k : ℕ) (i j : ι) :
    iteratedDeriv k (fun s => green H0 V z s i j) t
      = (k.factorial : ℂ) * response H0 V z k t i j := by
  induction k generalizing t with
  | zero => simp [response]
  | succ k ih =>
    have e : iteratedDeriv k (fun s => green H0 V z s i j) =ᶠ[𝓝 t]
        fun s => (k.factorial : ℂ) * response H0 V z k s i j :=
      (invertible_nearby h).mono fun s hs => ih hs
    rw [iteratedDeriv_succ, e.deriv_eq,
      ((response_hasDerivAt h k i j).const_mul (k.factorial : ℂ)).deriv, Nat.factorial_succ]
    push_cast
    ring
```

## (h) Response at zero coupling

Let $z-H_0$ be invertible and write $G=(z-H_0)^{-1}$ without an argument. Show that $G(s)$ exists for all $s$ near $0$, and that

$$G'(0)=GVG,\qquad G''(0)=2\,GVGVG.$$

**Solution.** Since $M(0)=z-H_0$, existence is (b) at $t=0$. Part (f) with $k=0$ gives $G'(s)=R_1(s)$ throughout a neighbourhood of $0$. Differentiating once more, now with $k=1$, gives $2R_2(0)=2\,GVGVG$. Lean states the second derivative as the derivative of the function `deriv fun s => green H0 V z s i j`.

```lean
/-- Resolvent response: if `G = (z - H0)⁻¹` exists, then `(z - H0 - s V)⁻¹` exists for `s`
near zero, and its first and second derivatives at `s = 0` are `G V G` and `2 G V G V G`. -/
theorem resolvent_response (h : IsUnit (z • (1 : Matrix ι ι ℂ) - H0)) :
    let G := (z • (1 : Matrix ι ι ℂ) - H0)⁻¹
    (∀ᶠ s in 𝓝 (0 : ℂ), IsUnit (shifted H0 V z s)) ∧
    ∀ i j, HasDerivAt (fun s => green H0 V z s i j) ((G * V * G) i j) 0 ∧
      HasDerivAt (deriv fun s => green H0 V z s i j) (2 * (G * V * G * V * G) i j) 0 := by
  intro G
  have h0 : shifted H0 V z 0 = z • (1 : Matrix ι ι ℂ) - H0 := by simp [shifted]
  have h' : IsUnit (shifted H0 V z 0) := by rwa [h0]
  have hG : green H0 V z 0 = G := by rw [green, h0]
  have r1 : response H0 V z 1 0 = G * V * G := by
    simp only [response, hG, pow_one, mul_assoc]
  have r2 : response H0 V z 2 0 = G * V * G * V * G := by
    simp only [response, hG, pow_two, mul_assoc]
  -- the first derivative, at every coupling where the inverse exists
  have d1 : ∀ s, IsUnit (shifted H0 V z s) → ∀ i j,
      HasDerivAt (fun s => green H0 V z s i j) (response H0 V z 1 s i j) s := by
    intro s hs i j
    simpa [response] using response_hasDerivAt hs 0 i j
  refine ⟨invertible_nearby h', fun i j => ⟨?_, ?_⟩⟩
  · rw [← r1]
    exact d1 0 h' i j
  · have e : (deriv fun s => green H0 V z s i j) =ᶠ[𝓝 0]
        fun s => response H0 V z 1 s i j :=
      (invertible_nearby h').mono fun s hs => (d1 s hs i j).deriv
    refine ((response_hasDerivAt h' 1 i j).congr_of_eventuallyEq e).congr_deriv ?_
    rw [show (1 : ℕ) + 1 = 2 from rfl, r2]
    norm_num
```

**Numbers.** Take $z=2$, $H_0=\operatorname{diag}(0,1)$ and $V=\begin{pmatrix}0&1\\1&0\end{pmatrix}$. Direct inversion gives

$$G(s)=\frac1{2-s^2}\begin{pmatrix}1&s\\s&2\end{pmatrix},\qquad G=\begin{pmatrix}\tfrac12&0\\0&1\end{pmatrix}.$$

Differentiating the elements at $s=0$ yields

$$G'(0)=\begin{pmatrix}0&\tfrac12\\\tfrac12&0\end{pmatrix},\qquad G''(0)=\begin{pmatrix}\tfrac12&0\\0&1\end{pmatrix}.$$

The products agree: $GVG$ is the first matrix, and $GVGVG=\operatorname{diag}(\tfrac14,\tfrac12)$ is half the second.

**Without invertibility.** Take the $1\times1$ case $z=0$, $H_0=0$, $V=1$. Then $G(s)=-1/s$ for $s\ne0$. This is unbounded near $0$, so no value assigned at $s=0$ makes it differentiable there. Physically, the hypothesis says that the probing energy is not an eigenvalue of $H_0$.

Consider non-interacting electrons in a finite orthonormal basis, with Hermitian $H_0$ and $V$ and a gap between the occupied and the empty levels of $H_0$. Integrating $GVG/(2\pi i)$ over $z$, counterclockwise around the occupied levels only, gives the first-order change of the occupied-state projector. That integral is not treated here, nor are infinite-dimensional Hamiltonians with continuous spectra.

## (i) Two levels and the range of the coupling

Two levels at energy zero are coupled by $s$ and probed at $z=1$, so $H_0=0$ and $V$ is the matrix used in the numbers above. Show that

$$M(s)\text{ is invertible}\iff s^2\neq1.$$

**Solution.** Here

$$M(s)=\begin{pmatrix}1&-s\\-s&1\end{pmatrix},\qquad \det M(s)=1-s^2,$$

and a matrix is invertible exactly when its determinant is nonzero. The coupled levels lie at $\pm s$, and at $s=\pm1$ one of them reaches the probing energy. Existence of $G(s)$ near $s=0$ therefore does not extend to all couplings.

```lean
/-- For two levels at energy zero coupled by `s`, probed at `z = 1`, the matrix `z - H0 - s V`
is invertible exactly when `s ^ 2 ≠ 1`. -/
theorem two_level_invertible_iff (s : ℂ) :
    IsUnit (shifted (0 : Matrix (Fin 2) (Fin 2) ℂ) !![0, 1; 1, 0] 1 s) ↔ s ^ 2 ≠ 1 := by
  have hd : (shifted (0 : Matrix (Fin 2) (Fin 2) ℂ) !![0, 1; 1, 0] 1 s).det = 1 - s ^ 2 := by
    simp [shifted, Matrix.det_fin_two]
    ring
  rw [Matrix.isUnit_iff_isUnit_det, isUnit_iff_ne_zero, hd, sub_ne_zero, ne_comm]

end

end ResolventResponse
```

```lean
#print axioms ResolventResponse.dyson_expansion
-- 'ResolventResponse.dyson_expansion' depends on axioms: [propext, Classical.choice, Quot.sound]
#print axioms ResolventResponse.iteratedDeriv_green
-- 'ResolventResponse.iteratedDeriv_green' depends on axioms: [propext, Classical.choice, Quot.sound]
#print axioms ResolventResponse.resolvent_response
-- 'ResolventResponse.resolvent_response' depends on axioms: [propext, Classical.choice, Quot.sound]
#print axioms ResolventResponse.two_level_invertible_iff
-- 'ResolventResponse.two_level_invertible_iff' depends on axioms: [propext, Classical.choice, Quot.sound]
```
